# A nonzero function on finitely many energies whose moments vanish through order n changes sign at least n + 1 times

If two structures have different finite spectra, but the power sums of their levels agree for all orders from \(0\) (the number of levels) to \(n\), then the difference of their degeneracies changes sign at least \(n+1\) times along the energy axis. This is a special case of the statement in the title.

The physical question is how two structures can differ in their electronic levels when their local environments look alike. In a non-interacting tight-binding model with finitely many orthonormal orbitals, the power sum of order \(k\) is \(\operatorname{Tr}H^k\). For \(k\ge1\) this is a sum over closed paths of \(k\) steps, where each step is a hop or an on-site term. So if two different spectra have equally many levels and equal path sums for all lengths from 1 to \(n\), the difference of their degeneracies has to oscillate. The moment theorem of tight-binding theory is usually quoted for the band-energy difference as a function of filling. The sign changes counted here are those of the degeneracy difference, and the passage to the filling curve is a separate step.

## Sign changes and degeneracies

Let \(s\) be a finite set of real energies \(e\) and \(d\) a real function. The moment of order \(k\) is \(\sum_{e\in s}d(e)\,e^k\), with \(e^0=1\) also at \(e=0\).

```lean
import Mathlib

open Finset

namespace MomentTheorem

noncomputable section
```

`ChangesSign s d m` asks for energies \(c_0<\dots<c_m\) in \(s\) at which consecutive values of \(d\) have opposite signs. Zeros of \(d\) are thereby skipped. The sequence `c` is defined on all natural numbers, but only its first \(m+1\) entries matter.

```lean
/-- Along the energy axis `d` changes sign at least `m` times on `s`: there are `m + 1`
increasing energies in `s` at which consecutive values of `d` have opposite signs. -/
def ChangesSign (s : Finset ℝ) (d : ℝ → ℝ) (m : ℕ) : Prop :=
  ∃ c : ℕ → ℝ, (∀ i ≤ m, c i ∈ s) ∧
    ∀ i < m, c i < c (i + 1) ∧ d (c i) * d (c (i + 1)) < 0
```

A spectrum is a finite family of real levels \(\varepsilon_i\); no Hamiltonian appears. Its degeneracy \(g_\varepsilon(e)\) is the number of indices with \(\varepsilon_i=e\), taken as a real number so that differences can be negative.

```lean
/-- The degeneracy of the energy `e` in a finite spectrum `ε`: the number of levels at `e`. -/
def degeneracy {ι : Type*} [Fintype ι] (ε : ι → ℝ) (e : ℝ) : ℝ :=
  ∑ i, if ε i = e then 1 else 0
```

## (a) Orthogonality to polynomials of low degree

Let the moments of \(d\) vanish for \(k=0,\dots,n\). Show that every real polynomial \(P\) of degree at most \(n\) satisfies
\[
\sum_{e\in s}d(e)P(e)=0 .
\]

**Solution.** Write \(P(e)=\sum_{k=0}^{n}p_k e^k\) and exchange the two finite sums:
\[
\sum_{e\in s}d(e)\sum_{k=0}^{n}p_k e^k=\sum_{k=0}^{n}p_k\sum_{e\in s}d(e)\,e^k=0 .
\]
In Lean, `hx` is the expansion, `Finset.sum_comm` the exchange, and the `calc` block takes \(p_k\) out of the inner sum.

```lean
/-- If the moments of `d` of orders `0` to `n` vanish, then `d` is orthogonal to every
polynomial in the energy of degree at most `n`. -/
theorem sum_mul_eval_eq_zero {s : Finset ℝ} {d : ℝ → ℝ} {n : ℕ}
    (h : ∀ k ≤ n, ∑ e ∈ s, d e * e ^ k = 0) (P : Polynomial ℝ) (hP : P.natDegree ≤ n) :
    ∑ e ∈ s, d e * P.eval e = 0 := by
  have hx : ∀ e, P.eval e = ∑ k ∈ range (n + 1), P.coeff k * e ^ k :=
    fun e => Polynomial.eval_eq_sum_range' (by omega) e
  simp_rw [hx, Finset.mul_sum]
  rw [Finset.sum_comm]
  apply Finset.sum_eq_zero
  intro k hk
  have hk' := Finset.mem_range.mp hk
  calc ∑ e ∈ s, d e * (P.coeff k * e ^ k) = P.coeff k * ∑ e ∈ s, d e * e ^ k := by
        rw [Finset.mul_sum]
        exact Finset.sum_congr rfl (fun e _ => by ring)
    _ = 0 := by rw [h k (by omega), mul_zero]
```

## (b) A polynomial that follows the sign of d

Let \(d\) be nonzero somewhere on \(s\). Find a number \(m\), a chain \(c_0<\dots<c_m\) in \(s\) with \(m\) sign changes, and a polynomial \(P\) of degree at most \(m\) such that
\[
d(e)P(e)>0\quad\text{for } e\in s,\ d(e)\neq0,
\qquad
d(c_m)P(x)>0\quad\text{for all real } x\ge c_m .
\]

**Solution.** Add the energies from below upwards. Let \(a\) be the new energy, above all those in \(s\).

*First nonzero value.* If \(d\) vanishes on \(s\) but \(d(a)\ne0\), take \(m=0\), \(c_0=a\) and the constant \(P=d(a)\). Both products equal \(d(a)^2>0\).

*New sign change.* Suppose \(m,c,P\) serve for \(s\) and \(d(c_m)d(a)<0\). Choose \(r\) between the largest energy of \(s\) and \(a\), append \(c_{m+1}=a\), and replace \(P(x)\) by \(P(x)(r-x)\), of degree at most \(m+1\). On \(s\) the new factor is positive, so the signs there stay right. For \(x\ge a\),
\[
d(c_m)^2\,d(a)P(x)=\bigl[d(c_m)d(a)\bigr]\bigl[d(c_m)P(x)\bigr]<0 ,
\]
so \(d(a)P(x)<0\). Since \(r-x<0\), we get \(d(a)P(x)(r-x)>0\).

*No new sign change.* If \(d(c_m)d(a)\ge0\), keep everything. Only \(a\) needs checking, and only if \(d(a)\neq0\). Then \(d(c_m)d(a)>0\), and \(d(c_m)P(a)>0\) by the second condition, so \(d(a)P(a)>0\).

The second condition carries the sign of \(P\) upwards to the next energy. The induction is `Finset.induction_on_max`, `exists_between` supplies \(r\), and `nlinarith` does the sign arguments with the factor \(d(c_m)^2\).

```lean
/-- If `d` is not identically zero on `s`, there are a chain of energies with `m` sign changes
of `d` and a polynomial of degree at most `m` that has the sign of `d` wherever `d` is nonzero
on `s`, and keeps the sign of `d` at the last energy of the chain from there upwards. -/
theorem exists_matching_polynomial (s : Finset ℝ) (d : ℝ → ℝ) (hd : ∃ e ∈ s, d e ≠ 0) :
    ∃ (m : ℕ) (c : ℕ → ℝ) (P : Polynomial ℝ), (∀ i ≤ m, c i ∈ s) ∧
      (∀ i < m, c i < c (i + 1) ∧ d (c i) * d (c (i + 1)) < 0) ∧ P.natDegree ≤ m ∧
      (∀ e ∈ s, d e ≠ 0 → 0 < d e * P.eval e) ∧
      ∀ x, c m ≤ x → 0 < d (c m) * P.eval x := by
  induction s using Finset.induction_on_max with
  | empty => simp at hd
  | insert a s ha ih =>
    by_cases hs : ∃ e ∈ s, d e ≠ 0
    · obtain ⟨m, c, P, hc, halt, hdeg, hpos, hlast⟩ := ih hs
      have hca : c m < a := ha _ (hc m le_rfl)
      by_cases hneg : d (c m) * d a < 0
      · -- a new sign change: put a root `r` into the gap below `a`
        have hne : s.Nonempty := ⟨c m, hc m le_rfl⟩
        obtain ⟨r, hr, hra⟩ := exists_between (ha _ (s.max'_mem hne))
        have hsr : ∀ e ∈ s, e < r := fun e he => (s.le_max' e he).trans_lt hr
        have hA : ∀ x, a ≤ x → 0 < d a * (P.eval x * (r - x)) := by
          intro x hx
          have h1 := mul_neg_of_neg_of_pos hneg (hlast x (hca.le.trans hx))
          have h2 : d a * P.eval x < 0 := by
            by_contra h
            nlinarith [mul_nonneg (sq_nonneg (d (c m))) (not_lt.mp h)]
          rw [← mul_assoc]
          exact mul_pos_of_neg_of_neg h2 (by linarith)
        have hm : ¬ (m + 1 ≤ m) := by omega
        refine ⟨m + 1, fun i => if i ≤ m then c i else a,
          P * (Polynomial.C r - Polynomial.X), ?_, ?_, ?_, ?_, ?_⟩
        · intro i _
          by_cases hi : i ≤ m
          · simp [hi, hc i hi]
          · simp [hi]
        · intro i hi
          rcases Nat.lt_or_ge i m with h | h
          · have h1 : i ≤ m := h.le
            have h2 : i + 1 ≤ m := h
            simp only [h1, h2, if_true]
            exact halt i h
          · have him : i = m := by omega
            rw [him]
            simp only [le_refl, hm, if_true, if_false]
            exact ⟨hca, hneg⟩
        · refine Polynomial.natDegree_mul_le.trans (add_le_add hdeg ?_)
          compute_degree
        · intro e he hde
          simp only [Polynomial.eval_mul, Polynomial.eval_sub, Polynomial.eval_C,
            Polynomial.eval_X]
          rcases Finset.mem_insert.mp he with h | h
          · rw [h]
            exact hA a le_rfl
          · rw [← mul_assoc]
            exact mul_pos (hpos e h hde) (sub_pos.2 (hsr e h))
        · intro x hx
          simp only [hm, if_false, Polynomial.eval_mul, Polynomial.eval_sub,
            Polynomial.eval_C, Polynomial.eval_X] at hx ⊢
          exact hA x hx
      · -- no new sign change: the old chain and polynomial still serve
        refine ⟨m, c, P, fun i hi => Finset.mem_insert_of_mem (hc i hi), halt, hdeg, ?_, hlast⟩
        intro e he hde
        rcases Finset.mem_insert.mp he with h | h
        · rw [h] at hde ⊢
          have hPa := hlast a hca.le
          have h1 : 0 < d (c m) * d a := lt_of_le_of_ne (not_lt.mp hneg)
            (Ne.symm (mul_ne_zero (left_ne_zero_of_mul hPa.ne') hde))
          by_contra hh
          nlinarith [mul_pos h1 hPa,
            mul_nonneg (sq_nonneg (d (c m))) (neg_nonneg.mpr (not_lt.mp hh))]
        · exact hpos e h hde
    · -- `a` is the first energy with a nonzero value
      have hs' : ∀ e ∈ s, d e = 0 := fun e he => by_contra fun h => hs ⟨e, he, h⟩
      have hda : d a ≠ 0 := by
        obtain ⟨e, he, hde⟩ := hd
        rcases Finset.mem_insert.mp he with h | h
        · rwa [h] at hde
        · exact absurd (hs' e h) hde
      refine ⟨0, fun _ => a, Polynomial.C (d a), by simp, by simp, by simp, ?_, ?_⟩
      · intro e he hde
        rcases Finset.mem_insert.mp he with h | h
        · rw [h, Polynomial.eval_C]
          exact mul_self_pos.2 hda
        · exact absurd (hs' e h) hde
      · intro x _
        simp only [Polynomial.eval_C]
        exact mul_self_pos.2 hda
```

## (c) The lower bound on sign changes

Let \(d\) be nonzero somewhere on \(s\), with vanishing moments of orders \(0\) to \(n\). Show that there are energies \(c_0<\dots<c_{n+1}\) in \(s\) with
\[
d(c_i)\,d(c_{i+1})<0,\qquad i=0,\dots,n .
\]

**Solution.** Take \(m\), \(c\) and \(P\) from (b). If \(m\le n\), part (a) gives \(\sum_{e\in s} d(e)P(e)=0\). But every term is nonnegative, and at least one is positive, so the sum is positive. This contradiction gives \(m\ge n+1\), and the first \(n+2\) energies of the chain are the ones required.

In the code `h0` and `h1` are the two conflicting statements about the sum, and the last line shortens the chain.

```lean
/-- If `d` is not identically zero on a finite set of energies and its moments of orders `0` to `n`
vanish, then `d` changes sign at least `n + 1` times. -/
theorem moment_theorem {s : Finset ℝ} {d : ℝ → ℝ} {n : ℕ} (hd : ∃ e ∈ s, d e ≠ 0)
    (h : ∀ k ≤ n, ∑ e ∈ s, d e * e ^ k = 0) : ChangesSign s d (n + 1) := by
  obtain ⟨m, c, P, hc, halt, hdeg, hpos, -⟩ := exists_matching_polynomial s d hd
  have hm : n + 1 ≤ m := by
    by_contra hlt
    -- with too few changes the same sum is zero and positive
    have h0 := sum_mul_eval_eq_zero h P (by omega)
    have h1 : 0 < ∑ e ∈ s, d e * P.eval e := by
      obtain ⟨e, he, hde⟩ := hd
      refine Finset.sum_pos' (fun x hx => ?_) ⟨e, he, hpos e he hde⟩
      by_cases hx0 : d x = 0
      · simp [hx0]
      · exact (hpos x hx hx0).le
    linarith
  exact ⟨c, fun i hi => hc i (by omega), fun i hi => halt i (by omega)⟩
```

## (d) Moments of the degeneracies

Let \(s\) contain all levels \(\varepsilon_i\). Show that for every \(k\)
\[
\sum_{e\in s}g_\varepsilon(e)\,e^k=\sum_i\varepsilon_i^k .
\]

**Solution.** Insert the count and sum over \(e\) first. For each \(i\), only \(e=\varepsilon_i\) contributes, and it lies in \(s\):
\[
\sum_{e\in s}\sum_{i:\,\varepsilon_i=e}e^k=\sum_i\varepsilon_i^k .
\]
The hypothesis `hs` is this membership.

```lean
/-- The moments of the degeneracies, over any finite set of energies that contains all levels,
are the power sums of the levels. -/
theorem sum_degeneracy {ι : Type*} [Fintype ι] (ε : ι → ℝ) {s : Finset ℝ}
    (hs : ∀ i, ε i ∈ s) (k : ℕ) : ∑ e ∈ s, degeneracy ε e * e ^ k = ∑ i, ε i ^ k := by
  simp only [degeneracy, Finset.sum_mul, ite_mul, one_mul, zero_mul]
  rw [Finset.sum_comm]
  refine Finset.sum_congr rfl fun i _ => ?_
  simp [Finset.sum_ite_eq, hs i]
```

## (e) Two spectra with equal power sums

Let a second structure have levels \(\eta_j\), let \(g_\varepsilon\ne g_\eta\) at some energy, and let \(\sum_i\varepsilon_i^k=\sum_j\eta_j^k\) for \(k=0,\dots,n\). Show that
\[
d(e)=g_\varepsilon(e)-g_\eta(e)
\]
changes sign at least \(n+1\) times on the set of all levels of both structures.

**Solution.** Let \(s\) be that set. Outside \(s\) both degeneracies are zero, so the energy at which they differ lies in \(s\), and \(d\) is nonzero there. By (d), the moment of \(d\) of order \(k\) is \(\sum_i\varepsilon_i^k-\sum_j\eta_j^k=0\) for \(k\le n\). Now apply (c).

Equality at \(k=0\) says that the structures have equally many levels. In Lean the index types `ι` and `κ` may differ, and `univ.image ε ∪ univ.image η` is \(s\).

```lean
/-- If two structures have different finite spectra whose power sums agree for orders `0` to
`n`, the difference of their degeneracies changes sign at least `n + 1` times. -/
theorem spectra_alternate {ι κ : Type*} [Fintype ι] [Fintype κ] (ε : ι → ℝ) (η : κ → ℝ)
    {n : ℕ} (hne : ∃ e, degeneracy ε e ≠ degeneracy η e)
    (h : ∀ k ≤ n, ∑ i, ε i ^ k = ∑ j, η j ^ k) :
    ChangesSign (univ.image ε ∪ univ.image η)
      (fun e => degeneracy ε e - degeneracy η e) (n + 1) := by
  have hA : ∀ i, ε i ∈ univ.image ε ∪ univ.image η := fun i =>
    Finset.mem_union_left _ (Finset.mem_image_of_mem _ (Finset.mem_univ i))
  have hB : ∀ j, η j ∈ univ.image ε ∪ univ.image η := fun j =>
    Finset.mem_union_right _ (Finset.mem_image_of_mem _ (Finset.mem_univ j))
  apply moment_theorem
  · obtain ⟨e, he⟩ := hne
    refine ⟨e, ?_, sub_ne_zero.2 he⟩
    -- away from all levels both degeneracies vanish
    by_contra hmem
    have h1 : ∀ i, ε i ≠ e := fun i hi => hmem (by rw [← hi]; exact hA i)
    have h2 : ∀ j, η j ≠ e := fun j hj => hmem (by rw [← hj]; exact hB j)
    exact he (by simp [degeneracy, h1, h2])
  · intro k hk
    simp only [sub_mul, Finset.sum_sub_distrib]
    rw [sum_degeneracy ε hA, sum_degeneracy η hB, h k hk, sub_self]

end

end MomentTheorem
```

```lean
#print axioms MomentTheorem.moment_theorem
#print axioms MomentTheorem.spectra_alternate
```

```
'MomentTheorem.moment_theorem' depends on axioms: [propext, Classical.choice, Quot.sound]
'MomentTheorem.spectra_alternate' depends on axioms: [propext, Classical.choice, Quot.sound]
```

## Two rings of four sites

Take a four-site ring with hopping of magnitude 1 and zero on-site energy. With equal hoppings the levels are \(-2,0,0,2\); with one hopping reversed in sign they are \(-\sqrt2,-\sqrt2,\sqrt2,\sqrt2\). Both spectra have power sums \(4,0,8,0\) for \(k=0,1,2,3\), while for \(k=4\) they give \(32\) and \(16\). So \(n=3\), and at least four sign changes are due:

| \(e\) | \(-2\) | \(-\sqrt2\) | \(0\) | \(\sqrt2\) | \(2\) |
|---|---|---|---|---|---|
| \(d(e)\) | \(1\) | \(-2\) | \(2\) | \(-2\) | \(1\) |

There are exactly four. Filling the levels with one, two and three spinless electrons gives energy differences (first ring minus second) of about \(-0.586\), \(0.828\) and \(-0.586\), which change sign only twice. The two counts are therefore different quantities.
